# In a finite open system, a real inversion-symmetric band of odd rank with distinct Wannier centres has a Wannier function at the inversion centre

## One orbital on two sites

Place two sites at positions $0$ and $1$, and let the band consist of the single bonding orbital $w=(1,1)/\sqrt2$. The projector $P$ has all four entries equal to $1/2$, the position matrix is $X=\mathrm{diag}(0,1)$, and $PXP\,w=\tfrac12 w$. The orbital is centred halfway between the sites.

Symmetry gives the same answer without computing $PXP$. The exchange $S$ of the two sites maps the band to itself and satisfies $SXS=1-X$, so it turns a band function centred at $x$ into one centred at $1-x$. The band has only one centre, hence $x=1-x$ and $x=\tfrac12$. For a larger band of odd rank, a determinant takes over the counting.

## Real functions, mirrored centres and the central function

Let $P$ be a real orthogonal projector and $X$ a real symmetric matrix on finitely many orthonormal orbitals. Write $A=PXP$. A Wannier function here is a unit eigenvector of $A$ in the range of $P$, and its eigenvalue is its centre. Assume that the centres are simple: band vectors with the same centre are proportional. Physically, no two independent Wannier functions share a centre.

**Reality.** Let $\psi=a+ib$ be a normalized complex eigenvector in the band, with $A\psi=z\psi$ and $a,b$ real. Put $x=\operatorname{Re}z$ and $y=\operatorname{Im}z$. Since $P$ and $A$ are real, $Pa=a$, $Pb=b$ and
$$Aa=xa-yb,\qquad Ab=xb+ya .$$
Symmetry of $A$ gives $a\cdot Ab=b\cdot Aa$, that is,
$$x\,a\cdot b+y\,a\cdot a=x\,a\cdot b-y\,b\cdot b .$$
So $y(a\cdot a+b\cdot b)=y=0$, and $a$ and $b$ both have centre $x$. At least one is nonzero; normalize it to $w$. By simplicity $a=sw$ and $b=tw$ with $s^2+t^2=1$. Therefore $\psi=uw$ with the phase $u=s+it$.

**Reflection.** Let $S$ be a real symmetric matrix with $S^2=1$, $SP=PS$ and $SXS=2c-X$; it represents inversion about the point $c$. Then
$$SAS=P(SXS)P=2cP-A,\qquad\text{so}\qquad AS=S(2cP-A).$$
If $w$ has centre $x$, then $ASw=(2c-x)Sw$. Moreover $PSw=SPw=Sw$, and $Sw\cdot Sw=w\cdot S^2w=1$. Thus $Sw$ is a Wannier function with centre $2c-x$.

**Odd rank.** Put $B=A-cP$. Then $SBS=-B$, and both $S$ and $B$ map the band to itself. Taking determinants on the band, whose dimension $r$ is odd, and using $(\det S)^2=1$,
$$\det B=\det(SBS)=(-1)^r\det B=-\det B .$$
So $\det B=0$, and there is a nonzero band vector with $Av=cv$. Normalize it to $w$. Any other Wannier function at $c$ is a real multiple of $w$ with unit norm, hence $\pm w$. This applies to $Sw$, whose centre is $2c-c=c$, so $w$ is even or odd.

Odd rank is needed for existence. On the same two sites take $P=1$, which has rank two. The centres are $0$ and $1$, exchanged by $S$, and no function is centred at $\tfrac12$.

In a non-interacting one-dimensional model with open ends, the eigenvectors of $PXP$ within the band are its maximally localized Wannier functions. If inversion maps the band to itself, the relations above can therefore serve as a test of computed centres. Inversion symmetry of the Hamiltonian alone does not ensure this when the band contains only part of a degenerate level. The development below starts from the eigenvalue equation and does not treat the minimization of the spread.

## Bands, centres and inversion as matrices

The finite type `n` labels the orbitals, and `⬝ᵥ` is the ordinary dot product, which presupposes that they are orthonormal.

In Lean 4 with Mathlib:

```lean
import Mathlib

open Matrix

namespace WannierCentres

noncomputable section

variable {n : Type*} [Fintype n]
```

Membership of the band is written as $Pw=w$. The next predicate admits the zero vector; normalization is added after it.

```lean
/-- The real vector `w` satisfies `P w = w` and `PXP w = x w`. For a projector `P` the first
condition says that `w` lies in the band `range P`. -/
def IsCentred (P X : Matrix n n ℝ) (x : ℝ) (w : n → ℝ) : Prop :=
  P *ᵥ w = w ∧ (P * X * P) *ᵥ w = x • w

/-- A real Wannier function with centre `x`: a unit vector with `P w = w` and `PXP w = x w`. -/
def IsWannier (P X : Matrix n n ℝ) (x : ℝ) (w : n → ℝ) : Prop :=
  IsCentred P X x w ∧ w ⬝ᵥ w = 1
```

For complex vectors the same real matrices are used with their entries read as complex numbers. The eigenvalue `z` is allowed to be complex, so its reality is a conclusion.

```lean
/-- A normalized complex eigenvector of `PXP` that is fixed by `P`, with complex eigenvalue `z`. -/
def IsComplexWannier (P X : Matrix n n ℝ) (z : ℂ) (ψ : n → ℂ) : Prop :=
  P.map Complex.ofReal *ᵥ ψ = ψ ∧ (P * X * P).map Complex.ofReal *ᵥ ψ = z • ψ ∧
    ∑ i, ‖ψ i‖ ^ 2 = 1
```

Simplicity is imposed on real vectors only.

```lean
/-- Simple centres: real vectors fixed by `P` with the same eigenvalue of `PXP` are proportional. -/
def SimpleCentres (P X : Matrix n n ℝ) : Prop :=
  ∀ x u v, IsCentred P X x u → IsCentred P X x v → u ≠ 0 → ∃ a : ℝ, v = a • u
```

The inversion need not permute sites; any matrix with these four properties qualifies. The condition `reflect` describes a finite open system, not a periodic one.

```lean
/-- `S` is a real symmetric involution that commutes with `P` and reflects position about `c`. -/
structure IsInversion [DecidableEq n] (P X S : Matrix n n ℝ) (c : ℝ) : Prop where
  sq : S * S = 1
  symm : Sᵀ = S
  comm : S * P = P * S
  reflect : S * X * S = (2 * c) • (1 : Matrix n n ℝ) - X
```

Real matrices describe, for example, spinless electrons with time-reversal symmetry in real orbitals. Complex projectors and several position components at once are left aside.

## From a complex eigenvector to a real one

Two short lemmas handle normalization. The first divides a nonzero centred vector by its norm. The second turns proportionality into a sign, because $a^2=1$ for a real factor $a$ between unit vectors.

```lean
/-- A nonzero real vector with `P u = u` and `PXP u = x u` becomes a Wannier function with centre
`x` when divided by its norm. -/
theorem normalize {P X : Matrix n n ℝ} {x : ℝ} {u : n → ℝ} (h : IsCentred P X x u)
    (hu : u ≠ 0) : IsWannier P X x ((√(u ⬝ᵥ u))⁻¹ • u) := by
  have hpos : 0 < u ⬝ᵥ u := lt_of_le_of_ne
    (Finset.sum_nonneg fun i _ => mul_self_nonneg (u i))
    (Ne.symm (mt dotProduct_self_eq_zero.1 hu))
  have hr := Real.sqrt_pos.2 hpos
  have hs := Real.mul_self_sqrt hpos.le
  refine ⟨⟨by rw [Matrix.mulVec_smul, h.1], by rw [Matrix.mulVec_smul, h.2, smul_comm]⟩, ?_⟩
  rw [smul_dotProduct, dotProduct_smul, smul_eq_mul, smul_eq_mul]
  nth_rewrite 3 [← hs]
  field_simp

/-- For a simple spectrum, two real Wannier functions with the same centre agree up to sign. -/
theorem unique_up_to_sign {P X : Matrix n n ℝ} (hsimple : SimpleCentres P X) {x : ℝ}
    {w v : n → ℝ} (hw : IsWannier P X x w) (hv : IsWannier P X x v) : v = w ∨ v = -w := by
  obtain ⟨a, rfl⟩ := hsimple x w v hw.1 hv.1 fun h => by simpa [h] using hw.2
  have h := hv.2
  rw [smul_dotProduct, dotProduct_smul, hw.2, smul_eq_mul, smul_eq_mul, mul_one] at h
  rcases mul_self_eq_one_iff.1 h with rfl | rfl
  · left; simp
  · right; simp
```

The reality theorem uses the symmetry of `P` and `X` and simplicity; it does not use $P^2=P$. In the proof, `hre` and `him` separate real and imaginary parts, `hAa` and `hAb` are the two coupled equations, and `hs` is the symmetry identity. From these `hz` obtains $\operatorname{Im}z=0$. The case distinction on `a = 0` selects the nonzero part to normalize, and the complex number `⟨s, t⟩` is the phase.

```lean
/-- For symmetric `P` and `X` and simple spectrum, a normalized complex eigenvector of `PXP` that is
fixed by `P` has a real eigenvalue and is a phase times a real Wannier function. -/
theorem real_up_to_phase {P X : Matrix n n ℝ} (hPt : Pᵀ = P) (hXt : Xᵀ = X)
    (hsimple : SimpleCentres P X) {z : ℂ} {ψ : n → ℂ} (hψ : IsComplexWannier P X z ψ) :
    ∃ (x : ℝ) (w : n → ℝ) (u : ℂ), z = x ∧ IsWannier P X x w ∧ ‖u‖ = 1 ∧
      ψ = fun i => u * w i := by
  obtain ⟨a, ha⟩ : ∃ a : n → ℝ, ∀ i, a i = (ψ i).re := ⟨_, fun _ => rfl⟩
  obtain ⟨b, hb⟩ : ∃ b : n → ℝ, ∀ i, b i = (ψ i).im := ⟨_, fun _ => rfl⟩
  have hre : ∀ (M : Matrix n n ℝ) i, ((M.map Complex.ofReal *ᵥ ψ) i).re = (M *ᵥ a) i := by
    intro M i; simp [Matrix.mulVec, dotProduct, ha]
  have him : ∀ (M : Matrix n n ℝ) i, ((M.map Complex.ofReal *ᵥ ψ) i).im = (M *ᵥ b) i := by
    intro M i; simp [Matrix.mulVec, dotProduct, hb]
  have hAa : (P * X * P) *ᵥ a = z.re • a - z.im • b := by
    funext i; rw [← hre, hψ.2.1]; simp [ha, hb]
  have hAb : (P * X * P) *ᵥ b = z.re • b + z.im • a := by
    funext i; rw [← him, hψ.2.1]; simp [ha, hb]
  have hn : a ⬝ᵥ a + b ⬝ᵥ b = 1 := by
    rw [← hψ.2.2]
    simp only [dotProduct, ha, hb, Complex.sq_norm, Complex.normSq_apply,
      Finset.sum_add_distrib]
  -- symmetry of PXP forces a real eigenvalue
  have hA : (P * X * P)ᵀ = P * X * P := by
    rw [Matrix.transpose_mul, Matrix.transpose_mul, hPt, hXt, mul_assoc]
  have hs : a ⬝ᵥ (P * X * P) *ᵥ b = b ⬝ᵥ (P * X * P) *ᵥ a := by
    rw [Matrix.dotProduct_mulVec, ← Matrix.mulVec_transpose, hA, dotProduct_comm]
  rw [hAa, hAb, dotProduct_add, dotProduct_sub] at hs
  simp only [dotProduct_smul, smul_eq_mul] at hs
  have hz : z.im = 0 := by
    linear_combination hs + z.re * dotProduct_comm b a - z.im * hn
  have hca : IsCentred P X z.re a :=
    ⟨by funext i; rw [← hre, hψ.1, ha], by rw [hAa, hz]; simp⟩
  have hcb : IsCentred P X z.re b :=
    ⟨by funext i; rw [← him, hψ.1, hb], by rw [hAb, hz]; simp⟩
  -- real and imaginary parts are multiples of one real Wannier function
  obtain ⟨w, hw⟩ : ∃ w, IsWannier P X z.re w := by
    by_cases h0 : a = 0
    · exact ⟨b, hcb, by simpa [h0] using hn⟩
    · exact ⟨_, normalize hca h0⟩
  have hw0 : w ≠ 0 := fun h => by simpa [h] using hw.2
  obtain ⟨s, has⟩ := hsimple _ w a hw.1 hca hw0
  obtain ⟨t, hbt⟩ := hsimple _ w b hw.1 hcb hw0
  rw [has, hbt] at hn
  simp only [smul_dotProduct, dotProduct_smul, smul_eq_mul, hw.2, mul_one] at hn
  refine ⟨z.re, w, ⟨s, t⟩, Complex.ext (by simp) (by simp [hz]), hw, ?_, ?_⟩
  · apply (pow_eq_one_iff_of_nonneg (norm_nonneg _) two_ne_zero).1
    rw [Complex.sq_norm, Complex.normSq_apply]
    exact hn
  · funext i
    apply Complex.ext
    · rw [← ha, has]; simp
    · rw [← hb, hbt]; simp
```

## Reflection and the zero mode

The identity $SAS=2cP-A$ comes from moving `S` through `P` on both sides and then applying `reflect`.

```lean
variable [DecidableEq n]

/-- For a projector `P`, inversion about `c` turns `PXP` into `2c P - PXP`. -/
theorem projected_reflection {P X S : Matrix n n ℝ} {c : ℝ} (hP : P * P = P)
    (hS : IsInversion P X S c) : S * (P * X * P) * S = (2 * c) • P - P * X * P := by
  calc S * (P * X * P) * S = (S * P) * X * (P * S) := by simp only [mul_assoc]
    _ = (P * S) * X * (S * P) := by rw [hS.comm]
    _ = P * (S * X * S) * P := by simp only [mul_assoc]
    _ = _ := by
      rw [hS.reflect]
      simp only [mul_sub, sub_mul, Matrix.mul_smul, Matrix.smul_mul, mul_one, hP]
```

The reflection theorem needs neither simplicity nor the symmetry of `P` and `X`. Its three final steps check band membership, the new centre and the norm.

```lean
/-- For a projector `P`, inversion about `c` maps a Wannier function with centre `x` to one
with centre `2c - x`. -/
theorem centre_reflection {P X S : Matrix n n ℝ} {c x : ℝ} {w : n → ℝ} (hP : P * P = P)
    (hS : IsInversion P X S c) (hw : IsWannier P X x w) :
    IsWannier P X (2 * c - x) (S *ᵥ w) := by
  have h : P * X * P * S = S * ((2 * c) • P - P * X * P) := by
    rw [← projected_reflection hP hS]
    simp only [← mul_assoc, hS.sq, one_mul]
  refine ⟨⟨?_, ?_⟩, ?_⟩
  · rw [Matrix.mulVec_mulVec, ← hS.comm, ← Matrix.mulVec_mulVec, hw.1.1]
  · rw [Matrix.mulVec_mulVec, h, ← Matrix.mulVec_mulVec,
      Matrix.sub_mulVec, Matrix.smul_mulVec, hw.1.1, hw.1.2, ← sub_smul, Matrix.mulVec_smul]
  · rw [Matrix.dotProduct_mulVec, ← Matrix.mulVec_transpose, hS.symm, Matrix.mulVec_mulVec,
      hS.sq, Matrix.one_mulVec, hw.2]
```

The determinant argument is stated for any real vector space of odd dimension. `h1` says $(\det s)^2=1$, `h2` carries the sign $(-1)^r$, and together they give `h0`, the vanishing determinant. A nonzero kernel vector follows.

```lean
/-- On a real vector space of odd dimension, an operator `f` with `s f s = -f` for some involution
`s` has a nonzero kernel vector. -/
theorem odd_zero_mode {V : Type*} [AddCommGroup V] [Module ℝ V] (f s : Module.End ℝ V)
    (hs : s * s = 1) (hf : s * f * s = -f) (hodd : Odd (Module.finrank ℝ V)) :
    ∃ v, v ≠ 0 ∧ f v = 0 := by
  have h1 := congrArg LinearMap.det hs
  have h2 := congrArg LinearMap.det hf
  rw [map_mul, map_one] at h1
  rw [map_mul, map_mul, ← neg_one_smul ℝ f, LinearMap.det_smul, hodd.neg_one_pow] at h2
  have h0 : LinearMap.det f = 0 := by
    linear_combination (1 / 2) * h2 - (1 / 2) * LinearMap.det f * h1
  obtain ⟨v, hv, hne⟩ := Submodule.exists_mem_ne_zero_of_ne_bot
    (LinearMap.bot_lt_ker_of_det_eq_zero h0).ne'
  exact ⟨v, hne, hv⟩
```

The last general theorem applies this to the band. Here `hB` is $SBS=-B$, while `hf` and `hs` show that $B$ and $S$ preserve the range of `P`, so both can be restricted to it. The dimension of that range is `P.rank`. The zero mode is then normalized, and `unique_up_to_sign` is used twice: for the parity of $w$ and for its uniqueness. The statement assumes $P^2=P$, simplicity, inversion and odd rank; the symmetry of `P` and `X` is again not required.

```lean
/-- A band of odd rank with simple spectrum and inversion about `c` has a Wannier function
centred at `c`; it is unique up to sign and even or odd under the inversion. -/
theorem central_wannier {P X S : Matrix n n ℝ} {c : ℝ} (hP : P * P = P)
    (hsimple : SimpleCentres P X) (hS : IsInversion P X S c) (hodd : Odd P.rank) :
    ∃ w, IsWannier P X c w ∧ (S *ᵥ w = w ∨ S *ᵥ w = -w) ∧
      ∀ v, IsWannier P X c v → v = w ∨ v = -w := by
  have hB : S * (P * X * P - c • P) * S = -(P * X * P - c • P) := by
    have h2 : S * P * S = P := by rw [hS.comm, mul_assoc, hS.sq, mul_one]
    rw [mul_sub, sub_mul, projected_reflection hP hS, Matrix.mul_smul, Matrix.smul_mul, h2]
    module
  -- restrict PXP - c and S to the band
  have hf : ∀ v ∈ LinearMap.range P.mulVecLin,
      (P * X * P - c • P).mulVecLin v ∈ LinearMap.range P.mulVecLin := fun v _ =>
    ⟨(X * P - c • (1 : Matrix n n ℝ)) *ᵥ v, by
      simp only [Matrix.mulVecLin_apply, Matrix.mulVec_mulVec, mul_sub, Matrix.mul_smul,
        mul_one, mul_assoc]⟩
  have hs : ∀ v ∈ LinearMap.range P.mulVecLin,
      S.mulVecLin v ∈ LinearMap.range P.mulVecLin := by
    rintro _ ⟨y, rfl⟩
    exact ⟨S *ᵥ y, by simp only [Matrix.mulVecLin_apply, Matrix.mulVec_mulVec, hS.comm]⟩
  obtain ⟨v, hv, h0⟩ := odd_zero_mode ((P * X * P - c • P).mulVecLin.restrict hf)
    (S.mulVecLin.restrict hs)
    (LinearMap.ext fun v => Subtype.ext (show S *ᵥ (S *ᵥ v.1) = v.1 by
      rw [Matrix.mulVec_mulVec, hS.sq, Matrix.one_mulVec]))
    (LinearMap.ext fun v => Subtype.ext (show S *ᵥ ((P * X * P - c • P) *ᵥ (S *ᵥ v.1)) =
        -((P * X * P - c • P) *ᵥ v.1) by
      rw [Matrix.mulVec_mulVec, Matrix.mulVec_mulVec, hB, Matrix.neg_mulVec]))
    hodd
  have hPv : P *ᵥ v.1 = v.1 := by
    obtain ⟨y, hy⟩ := v.2
    rw [← hy, Matrix.mulVecLin_apply, Matrix.mulVec_mulVec, hP]
  have h1 : (P * X * P - c • P) *ᵥ v.1 = 0 := congrArg Subtype.val h0
  rw [Matrix.sub_mulVec, Matrix.smul_mulVec, hPv, sub_eq_zero] at h1
  -- the zero mode is the central function; simplicity fixes its parity
  have hw := normalize ⟨hPv, h1⟩ fun h => hv (Subtype.ext h)
  have hSw := centre_reflection hP hS hw
  rw [show 2 * c - c = c by ring] at hSw
  exact ⟨_, hw, unique_up_to_sign hsimple hw hSw, fun v hv => unique_up_to_sign hsimple hw hv⟩
```

## The two-site bond as an instance

The opening example supplies matrices that satisfy every assumption, with $c=\tfrac12$ and rank one.

```lean
/-- The projector on the symmetric combination of two sites. -/
def bondP : Matrix (Fin 2) (Fin 2) ℝ := !![1/2, 1/2; 1/2, 1/2]

/-- The position operator of two sites at `0` and `1`. -/
def bondX : Matrix (Fin 2) (Fin 2) ℝ := !![0, 0; 0, 1]

/-- The exchange of the two sites. -/
def bondS : Matrix (Fin 2) (Fin 2) ℝ := !![0, 1; 1, 0]
```

Simplicity holds because every vector in this band has equal components, which is the content of `key`. The matrix identities are checked entry by entry. The rank is found from the trace, since the trace of a projector is the dimension of its range: $\tfrac12+\tfrac12=1$.

```lean
/-- The two-site bond is a rank-one band with symmetric `P` and `X`, simple spectrum and
inversion about `1/2`. -/
theorem central_wannier_witness : bondP * bondP = bondP ∧ bondPᵀ = bondP ∧ bondXᵀ = bondX ∧
    SimpleCentres bondP bondX ∧ IsInversion bondP bondX bondS (1 / 2) ∧ bondP.rank = 1 := by
  have hP : bondP * bondP = bondP := by
    ext i j
    fin_cases i <;> fin_cases j <;>
      simp [bondP, Matrix.mul_apply, Fin.sum_univ_two] <;> norm_num
  refine ⟨hP, ?_, ?_, ?_, ⟨?_, ?_, ?_, ?_⟩, ?_⟩
  · ext i j; fin_cases i <;> fin_cases j <;> simp [bondP]
  · ext i j; fin_cases i <;> fin_cases j <;> simp [bondX]
  · intro x u v hu hv hu0
    have key : ∀ d, IsCentred bondP bondX x d → d 1 = d 0 := by
      intro d hd
      have h := congrFun hd.1 0
      simp [bondP, Matrix.mulVec, dotProduct, Fin.sum_univ_two] at h
      linarith
    have h : u 0 ≠ 0 := fun h => hu0 (by
      funext i
      fin_cases i
      · exact h
      · exact (key u hu).trans h)
    refine ⟨v 0 / u 0, ?_⟩
    funext i
    fin_cases i
    · exact (div_mul_cancel₀ (v 0) h).symm
    · show v 1 = v 0 / u 0 * u 1
      rw [key v hv, key u hu, div_mul_cancel₀ (v 0) h]
  · ext i j; fin_cases i <;> fin_cases j <;> simp [bondS, Matrix.mul_apply, Fin.sum_univ_two]
  · ext i j; fin_cases i <;> fin_cases j <;> simp [bondS]
  · ext i j
    fin_cases i <;> fin_cases j <;> simp [bondS, bondP, Matrix.mul_apply, Fin.sum_univ_two]
  · ext i j
    fin_cases i <;> fin_cases j <;> simp [bondS, bondX, Matrix.mul_apply, Fin.sum_univ_two]
  · -- the rank of a projector is its trace
    have h : LinearMap.IsProj (LinearMap.range bondP.mulVecLin) bondP.mulVecLin :=
      ⟨fun y => ⟨y, rfl⟩, by
        rintro _ ⟨y, rfl⟩
        rw [Matrix.mulVecLin_apply, Matrix.mulVecLin_apply, Matrix.mulVec_mulVec, hP]⟩
    have ht := h.trace
    rw [← Matrix.toLin'_apply', LinearMap.trace_eq_matrix_trace ℝ (Pi.basisFun ℝ (Fin 2)),
      LinearMap.toMatrix_eq_toMatrix', LinearMap.toMatrix'_toLin'] at ht
    have h1 : bondP.trace = 1 := by norm_num [Matrix.trace_fin_two, bondP]
    rw [h1] at ht
    have hr : (bondP.rank : ℝ) = 1 := ht.symm
    exact_mod_cast hr

end

end WannierCentres
```

```lean
#print axioms WannierCentres.real_up_to_phase
#print axioms WannierCentres.central_wannier
```

```
'WannierCentres.real_up_to_phase' depends on axioms: [propext, Classical.choice, Quot.sound]
'WannierCentres.central_wannier' depends on axioms: [propext, Classical.choice, Quot.sound]
```
